# Depth-one Anderson mixing from distinct starts near zero converges to the unstable solution of $m=\tanh(Jm)$ for $J>1$

Let $g(m)=\tanh(Jm)$, and start from the two magnetisations $-m$ and $m$, where $g(m)\neq m$. Since $g$ is odd, the residuals $g(-m)+m$ and $g(m)-m$ are opposite. Anderson mixing looks for the combination that cancels the residual, which here is the plain average. The average of the inputs is $0$, so one step lands on the nonmagnetic solution, even when plain iteration would move away from it. For other distinct starts close enough to zero, the mixed residual still cancels, but because $g$ is curved the step generally lands only near $0$; repeated steps converge to it.

## The model and the Anderson step

In Lean 4 with Mathlib:

```lean
import Mathlib

open Filter Topology

namespace AndersonUnstable

noncomputable section

/-- The mean-field map of the Ising magnet with reduced coupling `J`. -/
def meanField (J m : ℝ) : ℝ := Real.tanh (J * m)
```

`meanField J m` is $g(m)$, the mean-field magnetisation per spin of an Ising magnet. The number $J$ is the total coupling to the neighbours divided by the thermal energy, so $J>1$ means below the mean-field critical temperature.

```lean
/-- The self-consistency residual: output minus input. -/
def residual (g : ℝ → ℝ) (m : ℝ) : ℝ := g m - m
```

The residual is $r(m)=g(m)-m$, for any real function $g$.

```lean
/-- The depth-one Anderson weight of the older iterate `x` against the newer iterate `y`,
for iterates with different residuals. -/
def weight (g : ℝ → ℝ) (x y : ℝ) : ℝ := residual g y / (residual g y - residual g x)
```

With $x$ the older and $y$ the newer iterate, the weight is $\theta=r(y)/(r(y)-r(x))$.

```lean
/-- One depth-one Anderson step with mixing parameter `β` from the older iterate `x` and the
newer iterate `y`, for iterates with different residuals. -/
def step (g : ℝ → ℝ) (β x y : ℝ) : ℝ :=
  (1 - weight g x y) * (y + β * residual g y) + weight g x y * (x + β * residual g x)
```

The next iterate is $A=(1-\theta)(y+\beta r(y))+\theta(x+\beta r(x))$, with $\beta$ any real number.

In a calculation, the program keeps the last two inputs and their outputs. For $J=2$, inputs $0.1$ and $0.2$ give residuals $0.0974$ and $0.1799$, hence $\theta\approx2.18$ and a next input of about $-0.018$; plain iteration would go from $0.2$ to $0.38$. For a density with many components, $\theta$ comes from a least-squares fit, and a mixed residual generally remains for $\beta$ to act on.

```lean
/-- The depth-one Anderson run from `x₀` and `x₁`; it stays put once the residual of the
newest iterate vanishes. -/
def run (g : ℝ → ℝ) (β x₀ x₁ : ℝ) : ℕ → ℝ
  | 0 => x₀
  | 1 => x₁
  | k + 2 => if residual g (run g β x₀ x₁ (k + 1)) = 0 then run g β x₀ x₁ (k + 1)
      else step g β (run g β x₀ x₁ k) (run g β x₀ x₁ (k + 1))
```

`run g β x₀ x₁ k` is the iterate $m_k$, with $m_0=x_0$ and $m_1=x_1$. The run stays put once the newest residual is zero.

```lean
/-- For different residuals, the Anderson weight is the only one that makes the mixed
residual vanish. -/
theorem weight_unique (g : ℝ → ℝ) (x y θ : ℝ) (h : residual g x ≠ residual g y) :
    (1 - θ) * residual g y + θ * residual g x = 0 ↔ θ = weight g x y := by
  have hD : residual g y - residual g x ≠ 0 := sub_ne_zero.mpr h.symm
  rw [weight, eq_div_iff hD]
  constructor <;> intro h' <;> linear_combination -h'
```

The condition $(1-\theta)r(y)+\theta r(x)=0$ rearranges to $\theta(r(y)-r(x))=r(y)$, which has one solution when the residuals differ. The tactic `linear_combination` checks this algebra.

## Why the stability of the fixed point does not matter

```lean
/-- Near a point of strict differentiability, differences of the map are linear up to an
arbitrarily small relative error. -/
theorem near_linear {g : ℝ → ℝ} {p s ε : ℝ} (hg : HasStrictDerivAt g s p) (hε : 0 < ε) :
    ∃ δ > 0, ∀ x y, |x - p| < δ → |y - p| < δ →
      |g x - g y - s * (x - y)| ≤ ε * |x - y| := by
  obtain ⟨δ, hδ, h⟩ := Metric.eventually_nhds_iff.mp (hg.hasStrictFDerivAt.isLittleO.def hε)
  refine ⟨δ, hδ, fun x y hx hy => ?_⟩
  have hxy : dist (x, y) (p, p) < δ := by
    rw [Prod.dist_eq]
    exact max_lt hx hy
  simpa [Real.norm_eq_abs, mul_comm] using h hxy
```

`HasStrictDerivAt g s p` says that, for every $\varepsilon>0$, $g(x)-g(y)=s(x-y)+E$ with $|E|\le\varepsilon|x-y|$ whenever both points are close enough to $p$.

```lean
/-- Given `c > 0`, close enough to a fixed point where the map has strict derivative `s ≠ 1`,
distinct iterates have distinct residuals and an Anderson step leaves an error at most `c` times
that of the newer iterate. -/
theorem step_contracts {g : ℝ → ℝ} {p s c : ℝ} (hp : g p = p)
    (hg : HasStrictDerivAt g s p) (hs : s ≠ 1) (hc : 0 < c) :
    ∃ δ > 0, ∀ β x y, |x - p| < δ → |y - p| < δ → x ≠ y →
      residual g x ≠ residual g y ∧ |step g β x y - p| ≤ c * |y - p| := by
  have ha : 0 < |s - 1| := abs_pos.mpr (sub_ne_zero.mpr hs)
  obtain ⟨ε, hε, hεc⟩ : ∃ ε > 0, c * (|s - 1| - ε) = 2 * ε :=
    ⟨c * |s - 1| / (2 + c), by positivity, by field_simp; ring⟩
  have hgap : 0 < |s - 1| - ε := by
    by_contra hn
    nlinarith [mul_nonneg hc.le (sub_nonneg.mpr (sub_nonpos.mp (not_lt.mp hn)))]
  obtain ⟨δ, hδ, h⟩ := near_linear hg hε
  refine ⟨δ, hδ, fun β x y hx hy hxy => ?_⟩
  have h1 := h x y hx hy
  have h2 := h y p hy (by simpa using hδ)
  rw [hp] at h2
  have hd : 0 < |x - y| := abs_pos.mpr (sub_ne_zero.mpr hxy)
  -- the residual difference is bounded below
  have hD : (|s - 1| - ε) * |x - y| ≤ |residual g y - residual g x| := by
    have h3 := abs_add_le (residual g y - residual g x) (g x - g y - s * (x - y))
    have e : residual g y - residual g x + (g x - g y - s * (x - y))
        = -((s - 1) * (x - y)) := by unfold residual; ring
    rw [e, abs_neg, abs_mul] at h3
    linarith
  have hDpos : 0 < |residual g y - residual g x| := lt_of_lt_of_le (mul_pos hgap hd) hD
  have hD0 : residual g y - residual g x ≠ 0 := abs_pos.mp hDpos
  refine ⟨fun e => hD0 (by rw [e, sub_self]), ?_⟩
  -- the linear part of the map cancels in the new error
  have e : step g β x y - p = (-(y - p) * (g x - g y - s * (x - y))
      + (g y - p - s * (y - p)) * (x - y)) / (residual g y - residual g x) := by
    rw [eq_div_iff hD0]
    have hw : weight g x y * (residual g y - residual g x) = residual g y :=
      div_mul_cancel₀ _ hD0
    unfold step
    unfold residual at hw ⊢
    linear_combination (x - y + β * ((g x - x) - (g y - y))) * hw
  rw [e, abs_div, div_le_iff₀ hDpos]
  have h4 := abs_add_le (-(y - p) * (g x - g y - s * (x - y)))
    ((g y - p - s * (y - p)) * (x - y))
  rw [abs_mul, abs_mul, abs_neg] at h4
  have h5 := mul_le_mul_of_nonneg_left h1 (abs_nonneg (y - p))
  have h6 := mul_le_mul_of_nonneg_right h2 hd.le
  have h7 := mul_le_mul_of_nonneg_left hD (mul_nonneg hc.le (abs_nonneg (y - p)))
  have h8 : c * |y - p| * ((|s - 1| - ε) * |x - y|) = 2 * ε * |y - p| * |x - y| := by
    linear_combination |y - p| * |x - y| * hεc
  linarith
```

Let $g(p)=p$ and $a=|s-1|>0$. Choose $\varepsilon=ca/(2+c)$, so that $c(a-\varepsilon)=2\varepsilon$, and take $x\neq y$ close enough to $p$ for the preceding bound to hold with this $\varepsilon$. Besides $E$, write $F=g(y)-p-s(y-p)$, so $|F|\le\varepsilon|y-p|$. The denominator is
$$D=r(y)-r(x)=-(s-1)(x-y)-E,\qquad |D|\ge(a-\varepsilon)|x-y|>0.$$
The mixed residual vanishes, so $\beta$ drops out and $A=y+\theta(x-y)$. Inserting $r(y)=(s-1)(y-p)+F$ cancels the linear terms:
$$A-p=\frac{-(y-p)E+F(x-y)}{D},\qquad |A-p|\le\frac{2\varepsilon}{a-\varepsilon}|y-p|=c\,|y-p|.$$
In the code, `hD` is the bound on $D$, the last `e` is the error formula, and `linarith` combines the inequalities.

```lean
/-- Anderson runs from distinct starts near a fixed point with strict derivative `s ≠ 1`
converge to it superlinearly, with different successive residuals until it is reached. -/
theorem run_converges {g : ℝ → ℝ} {p s : ℝ} (hp : g p = p)
    (hg : HasStrictDerivAt g s p) (hs : s ≠ 1) :
    ∃ δ > 0, ∀ β x₀ x₁, |x₀ - p| < δ → |x₁ - p| < δ → x₀ ≠ x₁ →
      Tendsto (run g β x₀ x₁) atTop (𝓝 p) ∧
      (∀ k, run g β x₀ x₁ (k + 1) ≠ p →
        residual g (run g β x₀ x₁ k) ≠ residual g (run g β x₀ x₁ (k + 1))) ∧
      ∀ c > 0, ∀ᶠ k in atTop,
        |run g β x₀ x₁ (k + 2) - p| ≤ c * |run g β x₀ x₁ (k + 1) - p| := by
  obtain ⟨δ, hδ, h⟩ := step_contracts hp hg hs (c := 1 / 2) (by norm_num)
  refine ⟨δ, hδ, fun β x₀ x₁ h0 h1 h01 => ?_⟩
  set m := run g β x₀ x₁ with hm
  have hrec : ∀ k, m (k + 2) = if residual g (m (k + 1)) = 0 then m (k + 1)
      else step g β (m k) (m (k + 1)) := fun k => rfl
  have hrp : residual g p = 0 := by simp [residual, hp]
  have hzero : ∀ y, |y - p| < δ → residual g y = 0 → y = p := fun y hy hr => by
    by_contra hne
    exact (h β y p hy (by simpa using hδ) hne).1 (hr.trans hrp.symm)
  -- any contraction bound for the step carries over to the run
  have hnext : ∀ k c, |m (k + 1) - p| < δ →
      (m (k + 1) ≠ p → |step g β (m k) (m (k + 1)) - p| ≤ c * |m (k + 1) - p|) →
      |m (k + 2) - p| ≤ c * |m (k + 1) - p| := fun k c hk hc => by
    rw [hrec]
    split_ifs with hr
    · simp [hzero _ hk hr]
    · exact hc fun e => hr (by rw [e, hrp])
  have inv : ∀ k, |m k - p| < δ ∧ |m (k + 1) - p| < δ ∧
      (m (k + 1) ≠ p → m k ≠ m (k + 1)) := fun k => by
    induction k with
    | zero => exact ⟨h0, h1, fun _ => h01⟩
    | succ k ih =>
      obtain ⟨ha, hb, hab⟩ := ih
      have hh := hnext k (1 / 2) hb fun hne => (h β _ _ ha hb (hab hne)).2
      have hn := abs_nonneg (m (k + 1) - p)
      refine ⟨hb, lt_of_le_of_lt hh (by linarith), fun hne e => hne ?_⟩
      change m (k + 1) = m (k + 2) at e
      change m (k + 2) = p
      rw [← e] at hh ⊢
      exact sub_eq_zero.mp (abs_eq_zero.mp (by linarith))
  have half : ∀ k, |m (k + 1) - p| ≤ (1 / 2) ^ k * |x₁ - p| := fun k => by
    induction k with
    | zero => simp [hm, run]
    | succ k ih =>
      obtain ⟨ha, hb, hab⟩ := inv k
      have hh := hnext k (1 / 2) hb fun hne => (h β _ _ ha hb (hab hne)).2
      rw [pow_succ]
      change |m (k + 2) - p| ≤ _
      linarith
  have hlim : Tendsto m atTop (𝓝 p) := by
    refine (tendsto_add_atTop_iff_nat 1).mp (tendsto_iff_norm_sub_tendsto_zero.mpr ?_)
    refine squeeze_zero (fun _ => norm_nonneg _) half ?_
    simpa using (tendsto_pow_atTop_nhds_zero_of_lt_one (r := (1 / 2 : ℝ))
      (by norm_num) (by norm_num)).mul_const |x₁ - p|
  refine ⟨hlim, fun k hk => (h β _ _ (inv k).1 (inv k).2.1 ((inv k).2.2 hk)).1,
    fun c hc => ?_⟩
  obtain ⟨η, hη, h'⟩ := step_contracts hp hg hs hc
  have hev : ∀ᶠ k in atTop, |m k - p| < η := hlim.eventually (Metric.ball_mem_nhds p hη)
  filter_upwards [hev, (tendsto_add_atTop_nat 1).eventually hev] with k hk hk'
  exact hnext k c (inv k).2.1 fun hne => (h' β _ _ hk hk' ((inv k).2.2 hne)).2
```

Take $c=1/2$. By induction (`inv`) the iterates stay within $\delta$ of $p$, and $|m_{k+1}-p|\le2^{-k}|x_1-p|$ (`half`). If two successive iterates coincided, the error would be at most half of itself, hence zero. A vanishing residual within $\delta$ also means $p$ has been reached, since distinct points there have distinct residuals. Once the iterates are close enough, the previous theorem applies with any $c>0$: convergence is superlinear. `Tendsto … atTop (𝓝 p)` is the limit $m_k\to p$, and `∀ᶠ k in atTop` means "for all large enough $k$".

## Plain iteration goes to the magnetised solution

```lean
/-- The hyperbolic tangent has strict derivative `1 / cosh²`. -/
theorem tanh_deriv (t : ℝ) : HasStrictDerivAt Real.tanh (1 / Real.cosh t ^ 2) t := by
  have h : HasStrictDerivAt (fun u => Real.sinh u / Real.cosh u) _ t :=
    (Real.hasStrictDerivAt_sinh t).div (Real.hasStrictDerivAt_cosh t) (Real.cosh_pos t).ne'
  rw [show Real.tanh = fun u => Real.sinh u / Real.cosh u from
    funext Real.tanh_eq_sinh_div_cosh]
  convert h using 1
  congr 1
  linear_combination -(Real.cosh_sq t)
```

This is the quotient rule for $\sinh/\cosh$ with $\cosh^2-\sinh^2=1$.

```lean
/-- For `J > 0`, the ratio of output to input magnetisation strictly decreases with
positive input, written here without division. -/
theorem ratio_decreases {J x y : ℝ} (hJ : 0 < J) (hx : 0 < x) (hxy : x < y) :
    x * meanField J y < y * meanField J x := by
  have hc : Continuous Real.tanh :=
    continuous_iff_continuousAt.mpr fun t => (tanh_deriv t).hasDerivAt.continuousAt
  have ha : 0 < J * x := mul_pos hJ hx
  have hab : J * x < J * y := mul_lt_mul_of_pos_left hxy hJ
  -- compare the mean slopes on the two adjacent intervals
  obtain ⟨u, hu, eu⟩ := exists_hasDerivAt_eq_slope Real.tanh (fun t => 1 / Real.cosh t ^ 2)
    ha hc.continuousOn fun t _ => (tanh_deriv t).hasDerivAt
  obtain ⟨v, hv, ev⟩ := exists_hasDerivAt_eq_slope Real.tanh (fun t => 1 / Real.cosh t ^ 2)
    hab hc.continuousOn fun t _ => (tanh_deriv t).hasDerivAt
  have hcosh : Real.cosh u < Real.cosh v := by
    rw [Real.cosh_lt_cosh, abs_of_pos hu.1, abs_of_pos (ha.trans hv.1)]
    exact hu.2.trans hv.1
  have hlt : 1 / Real.cosh v ^ 2 < 1 / Real.cosh u ^ 2 := by
    have := Real.cosh_pos u
    gcongr
  simp only [Real.tanh_zero, sub_zero] at eu
  rw [eu, ev, div_lt_div_iff₀ (sub_pos.mpr hab) ha] at hlt
  unfold meanField
  nlinarith
```

For $0<x<y$, the mean value theorem gives $u\in(0,Jx)$ and $v\in(Jx,Jy)$ with
$$\frac{g(y)-g(x)}{J(y-x)}=\frac1{\cosh^2v}<\frac1{\cosh^2u}=\frac{g(x)}{Jx}.$$
Clearing denominators gives $x\,g(y)<y\,g(x)$.

```lean
/-- For `J > 1`, given that the map has strict derivative `J` at zero, there is a positive fixed
point to which plain iteration converges from every positive magnetisation. -/
theorem plain_converges {J : ℝ} (hJ : 1 < J) (hg : HasStrictDerivAt (meanField J) J 0) :
    ∃ M > 0, meanField J M = M ∧
      ∀ m > 0, Tendsto (fun n => (meanField J)^[n] m) atTop (𝓝 M) := by
  have hJ0 : 0 < J := by linarith
  have hc : Continuous (meanField J) :=
    (continuous_iff_continuousAt.mpr fun t => (tanh_deriv t).hasDerivAt.continuousAt).comp
      (continuous_const.mul continuous_id)
  have hlt : ∀ m, meanField J m < 1 := fun m => by
    rw [meanField, Real.tanh_eq_sinh_div_cosh, div_lt_one (Real.cosh_pos _)]
    exact Real.sinh_lt_cosh _
  have hmono : Monotone (meanField J) := fun x y hxy => by
    have ht : StrictMono Real.tanh := strictMono_of_deriv_pos fun t => by
      rw [(tanh_deriv t).hasDerivAt.deriv]
      have := Real.cosh_pos t
      positivity
    exact ht.monotone (mul_le_mul_of_nonneg_left hxy hJ0.le)
  -- a positive fixed point lies between a small magnetisation and saturation
  obtain ⟨M, hM, hfix⟩ : ∃ M > 0, meanField J M = M := by
    obtain ⟨δ, hδ, h⟩ := near_linear hg (ε := (J - 1) / 2) (by linarith)
    obtain ⟨a, ha, haδ, ha1⟩ : ∃ a : ℝ, 0 < a ∧ a < δ ∧ a < 1 := by
      obtain ⟨a, h0, h1⟩ := exists_between (lt_min hδ one_pos)
      exact ⟨a, h0, lt_min_iff.mp h1⟩
    have h1 := h a 0 (by simpa [abs_of_pos ha] using haδ) (by simpa using hδ)
    have hz : meanField J 0 = 0 := by simp [meanField]
    rw [hz, sub_zero, sub_zero, abs_of_pos ha] at h1
    have hpos : 0 ≤ meanField J a - a := by nlinarith [(abs_le.mp h1).1]
    obtain ⟨M, hM, e⟩ := intermediate_value_Icc' ha1.le (hc.sub continuous_id).continuousOn
      (show (0 : ℝ) ∈ Set.Icc (meanField J 1 - 1) (meanField J a - a) from
        ⟨by linarith [hlt 1], hpos⟩)
    exact ⟨M, lt_of_lt_of_le ha hM.1, sub_eq_zero.mp e⟩
  have huniq : ∀ L > 0, meanField J L = L → L = M := fun L hL e => by
    rcases lt_trichotomy L M with h | h | h
    · have := ratio_decreases hJ0 hL h
      rw [e, hfix] at this
      linarith [mul_comm L M]
    · exact h
    · have := ratio_decreases hJ0 hM h
      rw [e, hfix] at this
      linarith [mul_comm L M]
  refine ⟨M, hM, hfix, fun m hm => ?_⟩
  have finish : ∀ L > 0, Tendsto (fun n => (meanField J)^[n] m) atTop (𝓝 L) →
      Tendsto (fun n => (meanField J)^[n] m) atTop (𝓝 M) := fun L hL ht => by
    have e : meanField J L = L := isFixedPt_of_tendsto_iterate ht hc.continuousAt
    rwa [huniq L hL e] at ht
  rcases le_total m (meanField J m) with h | h
  · -- increasing iterates, bounded by saturation
    have hb : BddAbove (Set.range fun n => (meanField J)^[n] m) := by
      refine ⟨1, ?_⟩
      rintro _ ⟨n, rfl⟩
      cases n with
      | zero => exact h.trans (hlt m).le
      | succ n =>
        simp only [Function.iterate_succ_apply']
        exact (hlt _).le
    exact finish _ (lt_of_lt_of_le hm (le_ciSup hb 0))
      (tendsto_atTop_ciSup (hmono.monotone_iterate_of_le_map h) hb)
  · -- decreasing iterates, bounded below by the fixed point
    have hMm : M ≤ m := by
      by_contra hn
      have := ratio_decreases hJ0 hm (not_le.mp hn)
      rw [hfix] at this
      nlinarith
    have hlow : ∀ n, M ≤ (meanField J)^[n] m := fun n => by
      induction n with
      | zero => exact hMm
      | succ n ih =>
        rw [Function.iterate_succ_apply', ← hfix]
        exact hmono ih
    have hb : BddBelow (Set.range fun n => (meanField J)^[n] m) :=
      ⟨M, by rintro _ ⟨n, rfl⟩; exact hlow n⟩
    exact finish _ (lt_of_lt_of_le hM (le_ciInf hlow))
      (tendsto_atTop_ciInf (hmono.antitone_iterate_of_map_le h) hb)
```

For small $a>0$, slope $J$ at zero gives $g(a)-a\ge(J-1)a/2>0$, while $g(1)-1<0$. The intermediate value theorem supplies a fixed point $M>0$. Two positive fixed points $L<M$ would give $LM<ML$, so it is unique (`huniq`).

Now iterate from $m>0$; `(meanField J)^[n] m` is the $n$-th iterate. Since $g$ is increasing, $g(m)\ge m$ gives increasing iterates bounded by $1$. If $g(m)\le m$, then $m\ge M$ by the ratio inequality, and the iterates decrease but stay above $M$ or equal to it. Either way the limit is a positive fixed point by continuity, hence $M$.

## The two limits together

```lean
/-- For `J > 1`, plain iteration from every positive magnetisation tends to a positive fixed
point, while depth-one Anderson from any distinct starts close enough to zero tends to the
nonmagnetic solution, with different successive residuals until it is reached. -/
theorem anderson_tends_to_unstable {J : ℝ} (hJ : 1 < J) :
    (∃ M > 0, meanField J M = M ∧
      ∀ m > 0, Tendsto (fun n => (meanField J)^[n] m) atTop (𝓝 M)) ∧
    ∃ δ > 0, ∀ β x₀ x₁, |x₀| < δ → |x₁| < δ → x₀ ≠ x₁ →
      Tendsto (run (meanField J) β x₀ x₁) atTop (𝓝 0) ∧
      ∀ k, run (meanField J) β x₀ x₁ (k + 1) ≠ 0 →
        residual (meanField J) (run (meanField J) β x₀ x₁ k) ≠
          residual (meanField J) (run (meanField J) β x₀ x₁ (k + 1)) := by
  have hg : HasStrictDerivAt (meanField J) J 0 := by
    have h1 : HasStrictDerivAt (fun m : ℝ => J * m) (J * 1) 0 :=
      (hasStrictDerivAt_id (0 : ℝ)).const_mul J
    have h2 : HasStrictDerivAt (meanField J) (1 / Real.cosh (J * 0) ^ 2 * (J * 1)) 0 :=
      (tanh_deriv (J * 0)).comp 0 h1
    have e : 1 / Real.cosh (J * 0) ^ 2 * (J * 1) = J := by simp
    rwa [e] at h2
  refine ⟨plain_converges hJ hg, ?_⟩
  obtain ⟨δ, hδ, h⟩ := run_converges (by simp [meanField]) hg hJ.ne'
  refine ⟨δ, hδ, fun β x₀ x₁ h0 h1 h01 => ?_⟩
  obtain ⟨ht, hr, -⟩ := h β x₀ x₁ (by simpa using h0) (by simpa using h1) h01
  exact ⟨ht, hr⟩
```

The chain rule gives $g'(0)=J\neq1$, so the earlier theorems apply with $p=0$. The radius $\delta$ may depend on $J$ but not on $\beta$; one start may be zero. The last clause keeps the weight's denominator nonzero until $0$ is reached. No size is given for $\delta$, and the variable is a single real number.

In this one-parameter model, a converged accelerated self-consistency run therefore does not show that its solution is stable under plain iteration.

```lean
/-- From opposite magnetisations that are not fixed points, a single Anderson step lands
exactly on the nonmagnetic solution. -/
theorem opposite_starts (J β m : ℝ) (hm : meanField J m ≠ m) :
    step (meanField J) β (-m) m = 0 := by
  have hr : residual (meanField J) m ≠ 0 := sub_ne_zero.mpr hm
  have ho : residual (meanField J) (-m) = -residual (meanField J) m := by
    simp only [residual, meanField, mul_neg, Real.tanh_neg]
    ring
  have hw : weight (meanField J) (-m) m = 1 / 2 := by
    rw [weight, ho, sub_neg_eq_add, ← two_mul, div_eq_div_iff (by simpa using hr) two_ne_zero]
    ring
  rw [step, hw, ho]
  ring

end

end AndersonUnstable
```

This is the opening example: `ho` gives opposite residuals, `hw` gives $\theta=1/2$, and the step is $0$ for every real $J$ and $\beta$, at any distance from zero.

```lean
#print axioms AndersonUnstable.weight_unique
-- 'AndersonUnstable.weight_unique' depends on axioms: [propext, Classical.choice, Quot.sound]
#print axioms AndersonUnstable.anderson_tends_to_unstable
-- 'AndersonUnstable.anderson_tends_to_unstable' depends on axioms: [propext, Classical.choice, Quot.sound]
#print axioms AndersonUnstable.opposite_starts
-- 'AndersonUnstable.opposite_starts' depends on axioms: [propext, Classical.choice, Quot.sound]
```
